# Equal phase drops minimise the Josephson energy of identical junctions in series at a phase bias $|f|\le\pi$

Take two identical Josephson junctions in series, with phase drops $x_0,x_1$ and energy $-\cos x_0-\cos x_1$ in units of one junction's Josephson energy. An imposed phase $f$ fixes $x_0+x_1=f+2\pi k$ with $k$ an integer, so

$$\cos x_0+\cos x_1=2\cos\tfrac{x_0+x_1}{2}\cos\tfrac{x_0-x_1}{2}=2(-1)^k\cos\tfrac f2\,\cos\tfrac{x_0-x_1}{2}.$$

For $|f|\le\pi$ we have $\cos(f/2)\ge0$, and the sum is at most $2\cos(f/2)$. Equal drops $f/2$ reach this value.

## From two junctions to $N$

For $N\ge2$ junctions and $|f|\le\pi$, the least energy is $E_N(f)=-N\cos(f/N)$. Equal drops $f/N$ attain it, and reversing all phases reduces $f<0$ to $f\ge0$. It remains to bound $\sum_j\cos x_j$ for $N\ge3$ and $0\le f\le\pi$.

Put $a=f/N$ and shift each $x_j$ by a multiple of $2\pi$ to $y_j\in[-\pi,\pi]$. Then $\sum_j y_j=f+2\pi m$ for some integer $m$.

**Some $|y_j|>\pi-a$.** Then $\cos y_j\le-\cos a$, so the cosine sum is at most $N-1-\cos a$. This is at most $N\cos a$ if $N-1\le(N+1)\cos a$. For $N=3$, $\cos a\ge\frac12$ suffices. For $N\ge4$, use $\cos a\ge1-a^2/2$, which leaves $(N+1)a^2\le4$ to show. Since $N+1\le\frac5{16}N^2$ and $N^2a^2\le\pi^2<10$, the left side is at most $\frac{50}{16}$.

**All $|y_j|\le\pi-a$.** Here the cosine lies below its tangent at $a$:
$$\cos y\le\cos a-(y-a)\sin a .$$
With $s=(y+a)/2$ and $d=(y-a)/2$, we have $\cos y-\cos a=-2\sin s\sin d$, so the claim is $d\sin a\le\sin s\sin d$.

- If $y\ge a$, then $s,d\in[0,\pi/2]$. From $a=s-d$ we get $\sin a\le\sin s\cos d$, and $d\cos d\le\sin d$ finishes.
- If $y<a$, put $e=-d\in[0,\pi/2]$. Then $\sin s\le\sin a$ and $0\le\sin e\le e$ give $\sin s\sin e\le e\sin a$.

Summing the tangent bounds gives
$$\sum_j\cos y_j\le N\cos a-\sin a\Big(\sum_j y_j-f\Big).$$
If $m\ge0$, the bracket is nonnegative. If $m\le-1$, apply the bound to $-y_j$, whose sum is at least $2\pi-f\ge f$.

For $|f|<\pi$, differentiation gives $E_N'=\sin(f/N)$ and $E_N''=\cos(f/N)/N$. Let $2\le n<m$, with $m$ now a chain length. For $0<f<\pi$, $f/m<f/n\le\pi/2$ gives the longer chain the smaller slope. For $0<|f|\le\pi$, strict concavity gives
$$\cos\frac fm>\frac nm\cos\frac fn+1-\frac nm,$$
and multiplying by $m$ yields $m(1-\cos\frac fm)<n(1-\cos\frac fn)$: the energy of the longer chain rises less above its value at $f=0$.

In the theorem name `longer_chain_softer` below, "softer" refers to the slope, which is the supercurrent in units of one junction's critical current. The curvature need not fall with length: as $f\to\pi$ it tends to $0$ for $N=2$ but to $\frac16$ for $N=3$.

## Energy and phase bias in Lean

```lean
import Mathlib

open Real Filter Topology

namespace JosephsonChain

noncomputable section
```

A configuration is a function `x : Fin N → ℝ`, one real phase per junction.

```lean
/-- Josephson energy of a chain of identical junctions with phase drops `x j`, in units of the
Josephson energy of one junction. -/
def chainEnergy {N : ℕ} (x : Fin N → ℝ) : ℝ := -∑ j, cos (x j)
```

The model is classical: charging energy, disorder and temperature are absent.

```lean
/-- The phase drops add up to the imposed phase `f` modulo `2π`. -/
def PhaseBiased {N : ℕ} (f : ℝ) (x : Fin N → ℝ) : Prop :=
  ∃ k : ℤ, ∑ j, x j = f + k * (2 * π)
```

The integer `k` expresses the constraint modulo $2\pi$. Requiring the sum to equal $f$ exactly would remove `k` but change no attainable energy for $N\ge1$, since one phase can absorb $2\pi k$. The reduction to $[-\pi,\pi]$ would still produce the integer $m$.

```lean
/-- Ground energy of the chain: the infimum of its energy over all phase drops compatible with
the imposed phase `f`. -/
def groundEnergy (N : ℕ) (f : ℝ) : ℝ :=
  sInf (chainEnergy '' {x : Fin N → ℝ | PhaseBiased f x})
```

The ground energy is defined as an infimum, without using the cosine formula.

## Bounding the cosine sum

```lean
/-- If a phase of size at most `π` is shared equally by two or more junctions, each one carries
at most `π/2` in size. -/
theorem abs_share_le {N : ℕ} {f : ℝ} (hN : 2 ≤ N) (hf : |f| ≤ π) : |f / N| ≤ π / 2 := by
  have h2 : (2 : ℝ) ≤ N := by exact_mod_cast hN
  have h0 : (0 : ℝ) < N := by linarith
  rw [abs_div, abs_of_pos h0, div_le_iff₀ h0]
  nlinarith [mul_nonneg Real.pi_pos.le (sub_nonneg.mpr h2)]
```

This places $a$ in $[-\pi/2,\pi/2]$.

```lean
/-- For `0 ≤ a ≤ π/2` the cosine lies below its tangent at `a` at all phases of size at most
`π - a`. -/
theorem cos_le_tangent {a x : ℝ} (ha0 : 0 ≤ a) (ha : a ≤ π / 2) (hx : |x| ≤ π - a) :
    cos x ≤ cos a - sin a * (x - a) := by
  obtain ⟨h1, h2⟩ := abs_le.mp hx
  have key : sin a * ((x - a) / 2) ≤ sin ((x + a) / 2) * sin ((x - a) / 2) := by
    rcases le_total a x with h | h
    · have hd0 : 0 ≤ (x - a) / 2 := by linarith
      -- the elementary bound `d cos d ≤ sin d`
      have hd : (x - a) / 2 * cos ((x - a) / 2) ≤ sin ((x - a) / 2) := by
        have hle : (x - a) / 2 ≤ π / 2 := by linarith
        rcases eq_or_lt_of_le hle with he | hl
        · rw [he, Real.cos_pi_div_two, Real.sin_pi_div_two]
          norm_num
        · have hc := Real.cos_pos_of_mem_Ioo ⟨by linarith, hl⟩
          have ht := Real.le_tan hd0 hl
          rwa [Real.tan_eq_sin_div_cos, le_div_iff₀ hc] at ht
      have hs : 0 ≤ sin ((x + a) / 2) :=
        Real.sin_nonneg_of_nonneg_of_le_pi (by linarith) (by linarith)
      have hc : 0 ≤ cos ((x + a) / 2) :=
        Real.cos_nonneg_of_mem_Icc ⟨by linarith, by linarith⟩
      have hsd : 0 ≤ sin ((x - a) / 2) :=
        Real.sin_nonneg_of_nonneg_of_le_pi hd0 (by linarith)
      have e : sin a = sin ((x + a) / 2) * cos ((x - a) / 2)
          - cos ((x + a) / 2) * sin ((x - a) / 2) := by
        rw [← Real.sin_sub]
        congr 1
        ring
      rw [e]
      nlinarith [mul_le_mul_of_nonneg_left hd hs, mul_nonneg (mul_nonneg hc hsd) hd0]
    · have hS : sin ((x + a) / 2) ≤ sin a :=
        Real.sin_le_sin_of_le_of_le_pi_div_two (by linarith) ha (by linarith)
      have hE : sin ((a - x) / 2) ≤ (a - x) / 2 := Real.sin_le (by linarith)
      have hE0 : 0 ≤ sin ((a - x) / 2) :=
        Real.sin_nonneg_of_nonneg_of_le_pi (by linarith) (by linarith)
      have hA : 0 ≤ sin a := Real.sin_nonneg_of_nonneg_of_le_pi ha0 (by linarith)
      have e : sin ((x - a) / 2) = -sin ((a - x) / 2) := by
        rw [← Real.sin_neg]
        congr 1
        ring
      rw [e]
      nlinarith [mul_le_mul_of_nonneg_right hS hE0, mul_le_mul_of_nonneg_left hE hA]
  have := Real.cos_sub_cos x a
  nlinarith
```

Here `key` is $d\sin a\le\sin s\sin d$, with the two signs of $y-a$ treated separately.

```lean
/-- For three or more junctions and `0 ≤ a ≤ π/N`, one junction at energy `cos a` with all others
at their minimum `-1` does not beat `N` junctions at phase `a`. -/
theorem flipped_junction_bound {N : ℕ} {a : ℝ} (hN : 3 ≤ N) (ha0 : 0 ≤ a) (ha : a * N ≤ π) :
    (N : ℝ) - 1 ≤ (N + 1) * cos a := by
  rcases hN.eq_or_lt with h | h
  · subst h
    push_cast at ha ⊢
    have hc := Real.cos_le_cos_of_nonneg_of_le_pi ha0
      (by linarith [Real.pi_pos] : π / 3 ≤ π) (by linarith)
    rw [Real.cos_pi_div_three] at hc
    linarith
  · have h4 : (4 : ℝ) ≤ N := by exact_mod_cast h
    have h0 : 0 ≤ a * N := by positivity
    have hsq : (a * N) ^ 2 ≤ 10 := by nlinarith [Real.pi_lt_d2]
    have h3 : (N : ℝ) + 1 ≤ 5 / 16 * (N : ℝ) ^ 2 := by nlinarith
    have h5 := mul_le_mul_of_nonneg_right h3 (sq_nonneg a)
    have hc : 1 - a ^ 2 / 2 ≤ cos a := Real.one_sub_sq_div_two_le_cos
    have h6 := mul_le_mul_of_nonneg_left hc (by linarith : (0 : ℝ) ≤ N + 1)
    nlinarith
```

This is the inequality for a phase near $\pm\pi$, split into $N=3$ and $N\ge4$.

```lean
/-- For two or more junctions and `0 ≤ f ≤ π`, phases that add up to `f` modulo `2π` have a
cosine sum of at most `N cos(f/N)`. -/
theorem sum_cos_le {N : ℕ} {f : ℝ} {x : Fin N → ℝ} (hN : 2 ≤ N) (hf0 : 0 ≤ f) (hf : f ≤ π)
    (hx : PhaseBiased f x) : ∑ j, cos (x j) ≤ N * cos (f / N) := by
  obtain ⟨k, hk⟩ := hx
  rcases hN.eq_or_lt with h | h
  · -- two junctions: sum-to-product identity
    subst h
    rw [Fin.sum_univ_two] at hk ⊢
    have e : (x 0 + x 1) / 2 = f / 2 + k * π := by rw [hk]; ring
    rw [Real.cos_add_cos, e, Real.cos_add, Real.sin_int_mul_pi]
    push_cast
    have hc : 0 ≤ cos (f / 2) := Real.cos_nonneg_of_mem_Icc ⟨by linarith, by linarith⟩
    have hCD : cos (k * π) * cos ((x 0 - x 1) / 2) ≤ 1 := by
      nlinarith [sq_nonneg (cos (k * π) - cos ((x 0 - x 1) / 2)),
        Real.sin_sq_add_cos_sq (k * π), Real.sin_sq_add_cos_sq ((x 0 - x 1) / 2),
        sq_nonneg (sin (k * π)), sq_nonneg (sin ((x 0 - x 1) / 2))]
    nlinarith [mul_le_mul_of_nonneg_left hCD hc]
  · have hN0 : (N : ℝ) ≠ 0 := by
      have : N ≠ 0 := by omega
      exact_mod_cast this
    have ha2 := (abs_le.mp (abs_share_le hN (abs_le.mpr ⟨by linarith, hf⟩))).2
    have ha0 : 0 ≤ f / N := by positivity
    have haN : f / N * N = f := by field_simp
    generalize f / (N : ℝ) = a at ha2 ha0 haN ⊢
    -- reduce every phase to `[-π, π]`
    have rep : ∀ j, ∃ q : ℤ, |x j - q * (2 * π)| ≤ π := fun j => by
      have hp := Real.pi_ne_zero
      refine ⟨round (x j / (2 * π)), ?_⟩
      have e : x j / (2 * π) * (2 * π) = x j := by field_simp
      have hr := mul_le_mul_of_nonneg_right (abs_sub_round (x j / (2 * π))) Real.two_pi_pos.le
      rw [← abs_of_pos Real.two_pi_pos, ← abs_mul, abs_of_pos Real.two_pi_pos, sub_mul, e] at hr
      linarith
    choose q hq using rep
    have hcos : ∀ j, cos (x j - q j * (2 * π)) = cos (x j) :=
      fun j => Real.cos_sub_int_mul_two_pi (x j) (q j)
    by_cases hbig : ∃ j, π - a < |x j - q j * (2 * π)|
    · -- one junction is close to `π` and costs too much
      obtain ⟨j, hj⟩ := hbig
      have h1 := Real.cos_le_cos_of_nonneg_of_le_pi (by linarith) (hq j) hj.le
      rw [Real.cos_abs, hcos, Real.cos_pi_sub] at h1
      have h2 : 1 - cos (x j) ≤ ∑ i, (1 - cos (x i)) :=
        Finset.single_le_sum (f := fun i => 1 - cos (x i))
          (fun i _ => sub_nonneg.mpr (Real.cos_le_one (x i))) (Finset.mem_univ j)
      have h3 : ∑ i, (1 - cos (x i)) = N - ∑ i, cos (x i) := by
        rw [Finset.sum_sub_distrib]
        simp
      have h4 := flipped_junction_bound h ha0 (haN.le.trans hf)
      linarith
    · push Not at hbig
      -- add up the tangent bounds
      have T : ∀ z : Fin N → ℝ, (∀ j, |z j| ≤ π - a) → f ≤ ∑ j, z j →
          ∑ j, cos (z j) ≤ N * cos a := fun z hz hs => by
        have h1 := Finset.sum_le_sum
          (fun j (_ : j ∈ Finset.univ) => cos_le_tangent ha0 ha2 (hz j))
        have h2 : ∑ j, (cos a - sin a * (z j - a)) = N * cos a - sin a * (∑ j, z j - N * a) := by
          rw [Finset.sum_sub_distrib, ← Finset.mul_sum, Finset.sum_sub_distrib]
          simp
        have hA : 0 ≤ sin a := Real.sin_nonneg_of_nonneg_of_le_pi ha0 (by linarith)
        have h3 := mul_nonneg hA (by linarith : 0 ≤ ∑ j, z j - N * a)
        linarith
      obtain ⟨m, hm⟩ : ∃ m : ℤ, ∑ j, (x j - q j * (2 * π)) = f + m * (2 * π) :=
        ⟨k - ∑ j, q j, by
          rw [Finset.sum_sub_distrib, hk, ← Finset.sum_mul]
          push_cast
          ring⟩
      rcases le_or_gt 0 m with h0 | h0
      · have hm0 : (0 : ℝ) ≤ m := by exact_mod_cast h0
        have ht := T _ hbig (by rw [hm]; nlinarith [mul_nonneg hm0 Real.pi_pos.le])
        simpa only [hcos] using ht
      · have hm1 : (m : ℝ) ≤ -1 := by
          have : m ≤ -1 := by omega
          exact_mod_cast this
        have ht := T (fun j => -(x j - q j * (2 * π)))
          (fun j => by rw [abs_neg]; exact hbig j)
          (by
            rw [Finset.sum_neg_distrib, hm]
            nlinarith [mul_nonneg (by linarith : (0 : ℝ) ≤ -1 - m) Real.pi_pos.le])
        simpa only [Real.cos_neg, hcos] using ht
```

After the two-junction case, `round` supplies the shifts `q j`. The split `hbig` separates the two cases above, `T` sums the tangent bounds, and the sign of `m` decides whether the phases are reversed.

## The minimum and its dependence on length

```lean
/-- For two or more junctions and `|f| ≤ π`, the least energy of the chain at imposed phase `f`
is `-N cos(f/N)`, and it is attained. -/
theorem isLeast_chainEnergy {N : ℕ} {f : ℝ} (hN : 2 ≤ N) (hf : |f| ≤ π) :
    IsLeast (chainEnergy '' {x : Fin N → ℝ | PhaseBiased f x}) (-(N : ℝ) * cos (f / N)) := by
  constructor
  · -- equal phase drops attain the bound
    have hN0 : (N : ℝ) ≠ 0 := by
      have : N ≠ 0 := by omega
      exact_mod_cast this
    have e : (N : ℝ) * (f / N) = f := by field_simp
    refine ⟨fun _ => f / N, ⟨0, ?_⟩, ?_⟩
    · simp only [Finset.sum_const, Finset.card_univ, Fintype.card_fin, nsmul_eq_mul, e,
        Int.cast_zero, zero_mul, add_zero]
    · simp [chainEnergy]
  · rintro _ ⟨x, ⟨k, hk⟩, rfl⟩
    obtain ⟨h1, h2⟩ := abs_le.mp hf
    unfold chainEnergy
    rcases le_total 0 f with h | h
    · have := sum_cos_le hN h h2 ⟨k, hk⟩
      linarith
    · -- reverse all phases
      have hb : PhaseBiased (-f) (fun j => -x j) :=
        ⟨-k, by rw [Finset.sum_neg_distrib, hk]; push_cast; ring⟩
      have := sum_cos_le hN (by linarith) (by linarith) hb
      simp only [Real.cos_neg, neg_div] at this
      linarith
```

`IsLeast` says that the value is attained and that no allowed configuration lies below it. The first half uses equal drops, the second `sum_cos_le`, with reversal for negative $f$.

```lean
/-- The ground energy of two or more junctions is `-N cos(f/N)` for `|f| ≤ π`. -/
theorem groundEnergy_eq {N : ℕ} {f : ℝ} (hN : 2 ≤ N) (hf : |f| ≤ π) :
    groundEnergy N f = -(N : ℝ) * cos (f / N) :=
  (isLeast_chainEnergy hN hf).csInf_eq
```

A least element is the infimum, which gives the closed formula.

```lean
/-- For two or more junctions and `|f| < π`, the ground energy has slope `sin(f/N)` and
curvature `cos(f/N)/N` in the imposed phase. -/
theorem phase_response {N : ℕ} {f : ℝ} (hN : 2 ≤ N) (hf : |f| < π) :
    HasDerivAt (groundEnergy N) (sin (f / N)) f ∧
      HasDerivAt (deriv (groundEnergy N)) (cos (f / N) / N) f := by
  have hN0 : (N : ℝ) ≠ 0 := by
    have : N ≠ 0 := by omega
    exact_mod_cast this
  have near : ∀ g : ℝ, |g| < π → ∀ᶠ y in 𝓝 g, |y| < π := fun g hg =>
    (isOpen_lt continuous_abs continuous_const).mem_nhds hg
  have slope : ∀ g : ℝ, |g| < π → HasDerivAt (groundEnergy N) (sin (g / N)) g := fun g hg => by
    have h := ((hasDerivAt_id' g).div_const (N : ℝ)).cos.const_mul (-(N : ℝ))
    refine (h.congr_deriv (by field_simp)).congr_of_eventuallyEq ?_
    filter_upwards [near g hg] with y hy
    exact groundEnergy_eq hN hy.le
  refine ⟨slope f hf, ?_⟩
  have h := ((hasDerivAt_id' f).div_const (N : ℝ)).sin
  refine (h.congr_deriv (by ring)).congr_of_eventuallyEq ?_
  filter_upwards [near f hf] with y hy
  exact (slope y hy).deriv
```

The formula holds throughout a neighbourhood of $f$ when $|f|<\pi$, so its derivatives transfer to `groundEnergy`. At $f=0$ the curvature $1/N$ is the inverse inductance of $N$ junctions in series, in units of one junction's inverse inductance at zero phase. This is a starting point for treating a chain as a linear inductor in circuit quantum mechanics when its charging energy is neglected.

```lean
/-- For `0 < f < π` and chains of at least two junctions, the longer chain has the smaller slope
of the ground energy in the imposed phase. -/
theorem longer_chain_softer {n m : ℕ} {f : ℝ} (hn : 2 ≤ n) (hnm : n < m) (hf0 : 0 < f)
    (hf : f < π) : deriv (groundEnergy m) f < deriv (groundEnergy n) f := by
  have hf' : |f| < π := by rwa [abs_of_pos hf0]
  have hn0 : (0 : ℝ) < n := by
    have : 0 < n := by omega
    exact_mod_cast this
  have hnm' : (n : ℝ) < m := by exact_mod_cast hnm
  rw [(phase_response (by omega) hf').1.deriv, (phase_response hn hf').1.deriv]
  exact Real.sin_lt_sin_of_lt_of_le_pi_div_two
    (abs_le.mp (abs_share_le (by omega) hf'.le)).1 (abs_le.mp (abs_share_le hn hf'.le)).2
    (div_lt_div_of_pos_left hf0 hn0 hnm')
```

The sine is strictly increasing on $[-\pi/2,\pi/2]$, which contains both shares. The comparison fails for $n=1$, $m=2$: $\sin f<\sin(f/2)$ when $2\pi/3<f<\pi$.

```lean
/-- For `0 < |f| ≤ π` and chains of at least two junctions, the ground energy of the longer chain
rises less between imposed phase zero and `f`. -/
theorem longer_chain_flatter {n m : ℕ} {f : ℝ} (hn : 2 ≤ n) (hnm : n < m) (hf0 : f ≠ 0)
    (hf : |f| ≤ π) :
    groundEnergy m f - groundEnergy m 0 < groundEnergy n f - groundEnergy n 0 := by
  have hz : |(0 : ℝ)| ≤ π := by rw [abs_zero]; exact Real.pi_pos.le
  have hm : 2 ≤ m := by omega
  have hn0 : (0 : ℝ) < n := by
    have : 0 < n := by omega
    exact_mod_cast this
  have hnm' : (n : ℝ) < m := by exact_mod_cast hnm
  have hm0 : (0 : ℝ) < m := hn0.trans hnm'
  rw [groundEnergy_eq hm hf, groundEnergy_eq hm hz, groundEnergy_eq hn hf, groundEnergy_eq hn hz]
  simp only [zero_div, Real.cos_zero, mul_one]
  -- strict concavity of the cosine between the phases `0` and `f/n`
  have h0 : (0 : ℝ) ∈ Set.Icc (-(π / 2)) (π / 2) :=
    ⟨by linarith [Real.pi_pos], by linarith [Real.pi_pos]⟩
  have hw : 0 < 1 - (n : ℝ) / m := sub_pos.mpr ((div_lt_one hm0).mpr hnm')
  have h := strictConcaveOn_cos_Icc.2 (abs_le.mp (abs_share_le hn hf)) h0
    (div_ne_zero hf0 hn0.ne') (div_pos hn0 hm0) hw (by ring)
  simp only [smul_eq_mul, mul_zero, add_zero, Real.cos_zero, mul_one] at h
  have e1 : (n : ℝ) / m * (f / n) = f / m := by field_simp
  have e2 : (m : ℝ) * (n / m) = n := by field_simp
  rw [e1] at h
  have h' := mul_lt_mul_of_pos_left h hm0
  have e3 : (m : ℝ) * (n / m * cos (f / n) + (1 - n / m)) = n * cos (f / n) + (m - n) := by
    linear_combination (cos (f / n) - 1) * e2
  rw [e3] at h'
  linarith

end

end JosephsonChain
```

`strictConcaveOn_cos_Icc` is applied between $f/n$ and $0$ with weights $n/m$ and $1-n/m$, as in the derivation.

```lean
#print axioms JosephsonChain.flipped_junction_bound
#print axioms JosephsonChain.longer_chain_softer
#print axioms JosephsonChain.longer_chain_flatter
```

```
'JosephsonChain.flipped_junction_bound' depends on axioms: [propext, Classical.choice, Quot.sound]
'JosephsonChain.longer_chain_softer' depends on axioms: [propext, Classical.choice, Quot.sound]
'JosephsonChain.longer_chain_flatter' depends on axioms: [propext, Classical.choice, Quot.sound]
```
